# Squared Coulomb force in hydrogenic states: infinite expectation for l = 0, finite for l ≥ 1

## What "finite" means here

Lean's ordinary integral returns the value 0 for a function that is not integrable, so the value of an integral alone cannot show whether an expectation is finite. Finiteness is therefore stated as Lebesgue integrability of the radial density over $r>0$. For s states the density is also integrated as a nonnegative function with values in $[0,\infty]$, and there the result is literally $\infty$.

The second choice concerns the force. Its square is defined as the square of the derivative of the potential, so the $1/r^4$ singularity is derived from $-Z/r$.

## The correction in a path-integral calculation

Let $T$ be the kinetic energy of one electron of mass $m$, $V$ its potential and $\tau$ the imaginary-time step. One fourth-order scheme for the trace, derived for smooth potentials, uses the short-time factor
$$e^{-\tau T/2}\,e^{-\tau V_\tau}\,e^{-\tau T/2},\qquad V_\tau=V+\frac{\tau^2\hbar^2}{24m}|\nabla V|^2 .$$
The extra term comes from the double commutator $[V,[T,V]]=(\hbar^2/m)|\nabla V|^2$. In a simulation, with units in which $e^2/(4\pi\varepsilon_0)=1$, each bead at distance $r$ from a nucleus of charge number $Z$, where $V=-Z/r$, adds $\tau^3\hbar^2Z^2/(24m\,r^4)$ to the action.

A simple first-order estimate of the effect of this term averages $Z^2/r^4$ over the exact density of the state. (The short-time factor with $V$ in place of $V_\tau$ supplies no normalisable density here, because $e^{\tau Z/r}$ is not integrable at the nucleus.) For a single electron in a hydrogenic s state this average is infinite. With $N$ independent samples, the closest approach to the nucleus scales as $N^{-1/3}$, and the sample mean typically grows as $N^{1/3}$ instead of settling. In a p or d state the mean is finite and the sample mean converges to it. The variance is still infinite, because the average of $1/r^8$ diverges for $l\le2$, so the usual error bar computed from the sample variance is not valid. An infinite first-order average does not by itself make the corrected propagator ill-defined, since the repulsive $1/r^4$ term suppresses close approaches once it is in the weight.

## The statement

Take the radial function
$$R(r)=r^l\,p(r)\,e^{-ar},$$
with $a>0$, $l$ a natural number and $p$ a real polynomial with $p(0)\neq0$. Hydrogenic bound states have this form, and the zeros of $p$ at $r>0$ are their radial nodes. The correction density is
$$D(r)=V'(r)^2\,R(r)^2\,r^2 .$$
For $Z\neq0$, $D$ is integrable over $r>0$ if and only if $l\ge1$.

The Lean objects correspond as follows:

- `coulomb Z r` is $V(r)$, and `squaredForce Z r` is the square of its `deriv`.
- `radial a l p r` is $R(r)$, without normalisation.
- `correctionDensity Z a l p r` is $D(r)$, with the volume factor $r^2$ included. The angular integral of the squared modulus of a normalised spherical harmonic is 1 and is left out.
- `IntegrableOn … (Ioi 0)` means integrability over $(0,\infty)$.

The main theorem is `finite_correction_iff`. The case $Z=1$, $p=1$, written out with $r^{-4}$, is `hydrogenic_inv_four_iff`.

The model has one electron and a fixed point nucleus. The commutator formula, the prefactor $\tau^3\hbar^2/(24m)$ and the fact that hydrogenic eigenstates have the form $R$ are physical input, and the theorems say nothing about the convergence order of a splitting.

## Derivation

**The density.** Since $V'(r)=Z/r^2$, for $r>0$
$$D(r)=\frac{Z^2}{r^4}\,r^{2l+2}\,p(r)^2\,e^{-2ar}.$$

**Moments.** For $b>0$ let $I_n=\int_0^\infty r^n e^{-br}\,dr$. Then $I_0=1/b$, and integration by parts gives $I_n=(n/b)\,I_{n-1}$ for $n\ge1$, so $I_n=n!/b^{n+1}$. A polynomial times $e^{-br}$ is a finite sum of such terms and is integrable.

**The case $l=0$.** Here $D(r)=g(r)/r^2$ with $g(r)=Z^2p(r)^2e^{-2ar}$. This $g$ is continuous and $g(0)=Z^2p(0)^2>0$, so there is a $\delta>0$ with $g(r)>g(0)/2$ for $0<r<\delta$. For $0<\varepsilon<\delta$,
$$\int_\varepsilon^\delta D(r)\,dr\;\ge\;\frac{g(0)}{2}\left(\frac1\varepsilon-\frac1\delta\right),$$
which tends to infinity as $\varepsilon\to0$.

**The case $l\ge1$.** Write $l=k+1$. Then $r^{2l+2}/r^4=r^{2k}$ and
$$D(r)=Z^2\,r^{2k}\,p(r)^2\,e^{-2ar},$$
a polynomial times a decaying exponential, which is integrable.

**The value without nodes.** For $p=1$ and $l=k+1$, the moments give
$$\int_0^\infty D\,dr=\frac{Z^2(2k)!}{(2a)^{2k+1}},\qquad \int_0^\infty R^2r^2\,dr=\frac{(2k+4)!}{(2a)^{2k+5}} .$$
Their ratio is the normalised expectation
$$\left\langle \frac{Z^2}{r^4}\right\rangle=\frac{Z^2(2a)^4}{(2l+2)(2l+1)(2l)(2l-1)} .$$
The theorem `nodeless_correction` states this relation multiplied out, between the two unnormalised integrals. For the 2p state in atomic units $a=Z/2$, and the value is $Z^6/24$.

## A polynomial that vanishes at the nucleus

It would not be enough to require that $p$ is not the zero polynomial. Take $l=0$ and $p(r)=r$. Then $D(r)=Z^2e^{-2ar}$, whose integral $Z^2/(2a)$ is finite although $l=0$. The condition $p(0)\neq0$ ensures that $l$ is the actual leading power of $R$ at the nucleus.

## The Lean file

```lean
import Mathlib

open MeasureTheory Set

namespace SquaredForceCorrection

noncomputable section

/-- The Coulomb potential `-Z / r` at distance `r ≠ 0` from the nucleus. -/
def coulomb (Z r : ℝ) : ℝ := -Z / r

/-- The squared force, that is the square of the radial derivative of the Coulomb potential,
at distance `r ≠ 0`. -/
def squaredForce (Z r : ℝ) : ℝ := (deriv (coulomb Z) r) ^ 2

/-- The unnormalized radial function `r ^ l * p(r) * exp (-a r)` with a polynomial factor `p`. -/
def radial (a : ℝ) (l : ℕ) (p : Polynomial ℝ) (r : ℝ) : ℝ :=
  r ^ l * p.eval r * Real.exp (-(a * r))

/-- The radial density of the squared force in the state `radial a l p`, including the volume
factor `r ^ 2`, at distance `r ≠ 0`. -/
def correctionDensity (Z a : ℝ) (l : ℕ) (p : Polynomial ℝ) (r : ℝ) : ℝ :=
  squaredForce Z r * (radial a l p r) ^ 2 * r ^ 2

/-- Away from the nucleus the Coulomb potential has radial derivative `Z / r ^ 2`. -/
theorem hasDerivAt_coulomb (Z : ℝ) {r : ℝ} (hr : r ≠ 0) :
    HasDerivAt (coulomb Z) (Z / r ^ 2) r := by
  have h0 : coulomb Z = fun x => -Z * x⁻¹ := by
    funext x
    simp only [coulomb, div_eq_mul_inv]
  rw [h0]
  exact ((hasDerivAt_inv hr).const_mul (-Z)).congr_deriv (by ring)

/-- For `r > 0` the correction density is `Z ^ 2 / r ^ 4` times the radial probability density
`r ^ (2 l + 2) * p(r) ^ 2 * exp (-2 a r)` of the unnormalized state. -/
theorem correctionDensity_eq (Z a : ℝ) (l : ℕ) (p : Polynomial ℝ) {r : ℝ} (hr : 0 < r) :
    correctionDensity Z a l p r =
      Z ^ 2 / r ^ 4 * (r ^ (2 * l + 2) * p.eval r ^ 2 * Real.exp (-(2 * a * r))) := by
  have hexp : Real.exp (-(2 * a * r)) = Real.exp (-(a * r)) ^ 2 := by
    rw [sq, ← Real.exp_add]
    congr 1
    ring
  unfold correctionDensity squaredForce radial
  rw [(hasDerivAt_coulomb Z hr.ne').deriv, hexp]
  ring

/-- The exponential moments: the integral of `r ^ n * exp (-b r)` over `r > 0` is
`n! / b ^ (n + 1)` for `b > 0`. -/
theorem integral_moment (n : ℕ) {b : ℝ} (hb : 0 < b) :
    ∫ r in Ioi (0 : ℝ), r ^ n * Real.exp (-(b * r)) = (n.factorial : ℝ) / b ^ (n + 1) := by
  have h := Real.integral_rpow_mul_exp_neg_mul_Ioi (a := (n : ℝ) + 1) (r := b)
    (by positivity) hb
  have e : (1 / b) ^ ((n : ℝ) + 1) = (1 / b) ^ (n + 1) := by
    exact_mod_cast Real.rpow_natCast (1 / b) (n + 1)
  rw [Real.Gamma_nat_eq_factorial, add_sub_cancel_right, e] at h
  simp only [Real.rpow_natCast] at h
  rw [h, one_div_pow]
  ring

/-- A polynomial times a decaying exponential is integrable over `r > 0`. -/
theorem integrableOn_polynomial_mul_exp (q : Polynomial ℝ) {b : ℝ} (hb : 0 < b) :
    IntegrableOn (fun r => q.eval r * Real.exp (-(b * r))) (Ioi 0) := by
  -- each moment is integrable because its integral is not zero
  have hmom : ∀ n : ℕ, Integrable (fun r : ℝ => r ^ n * Real.exp (-(b * r)))
      (volume.restrict (Ioi 0)) := by
    intro n
    by_contra hn
    have h := integral_moment n hb
    rw [integral_undef hn] at h
    have hpos : 0 < (n.factorial : ℝ) / b ^ (n + 1) := by positivity
    exact hpos.ne h
  have hsum : (fun r => q.eval r * Real.exp (-(b * r))) = fun r =>
      ∑ i ∈ Finset.range (q.natDegree + 1), q.coeff i * (r ^ i * Real.exp (-(b * r))) := by
    funext r
    rw [Polynomial.eval_eq_sum_range, Finset.sum_mul]
    exact Finset.sum_congr rfl (fun i _ => by ring)
  rw [hsum]
  exact MeasureTheory.integrable_finsetSum _ (fun i _ => (hmom i).const_mul _)

/-- If `g` is continuous on the whole real line and `g 0 > 0`, then `g(r) / r ^ 2` is not integrable
over `r > 0`. -/
theorem not_integrableOn_div_sq {g : ℝ → ℝ} (hg : Continuous g) (h0 : 0 < g 0) :
    ¬ IntegrableOn (fun r => g r / r ^ 2) (Ioi 0) := by
  intro h
  -- near the nucleus `g` stays above half its value there
  obtain ⟨δ, hδ, hb⟩ := Metric.eventually_nhds_iff.1
    ((hg.tendsto 0).eventually (lt_mem_nhds (half_lt_self h0)))
  have h1 : IntegrableOn (fun r => g r / r ^ 2) (Ioo 0 δ) := h.mono_set Ioo_subset_Ioi_self
  have hm : Measurable (fun r : ℝ => r ^ (-2 : ℝ)) := by fun_prop
  -- so `r ^ (-2)` would be integrable on a short interval
  have h2 : IntegrableOn (fun r : ℝ => r ^ (-2 : ℝ)) (Ioo 0 δ) := by
    refine Integrable.mono' (Integrable.const_mul h1 (2 / g 0)) hm.aestronglyMeasurable ?_
    refine (ae_restrict_iff' measurableSet_Ioo).2 (Filter.Eventually.of_forall ?_)
    intro r hr
    have hgr : g 0 / 2 < g r := hb (by
      rw [Real.dist_eq, sub_zero, abs_of_pos hr.1]
      exact hr.2)
    have hone : 1 ≤ 2 / g 0 * g r := by
      rw [div_mul_eq_mul_div, le_div_iff₀ h0]
      linarith
    rw [Real.norm_of_nonneg (Real.rpow_nonneg hr.1.le _), Real.rpow_neg hr.1.le, Real.rpow_two]
    calc (r ^ 2)⁻¹ = 1 * (r ^ 2)⁻¹ := by ring
      _ ≤ (2 / g 0 * g r) * (r ^ 2)⁻¹ := mul_le_mul_of_nonneg_right hone (by positivity)
      _ = 2 / g 0 * (g r / r ^ 2) := by ring
  have h3 := (intervalIntegral.integrableOn_Ioo_rpow_iff hδ).1 h2
  norm_num at h3

/-- In an s state that does not vanish at the nucleus, the integral of the squared Coulomb force
is infinite when `Z ≠ 0`. -/
theorem s_state_infinite {Z : ℝ} (hZ : Z ≠ 0) (a : ℝ) {p : Polynomial ℝ} (hp : p.eval 0 ≠ 0) :
    ∫⁻ r in Ioi (0 : ℝ), ENNReal.ofReal (correctionDensity Z a 0 p r) = ⊤ := by
  by_contra hne
  have hR : Continuous (radial a 0 p) :=
    ((continuous_id.pow 0).mul p.continuous).mul
      (by fun_prop : Continuous fun r : ℝ => Real.exp (-(a * r)))
  have hm : Measurable (correctionDensity Z a 0 p) :=
    (((measurable_deriv (coulomb Z)).pow_const 2).mul (hR.measurable.pow_const 2)).mul
      (measurable_id.pow_const 2)
  have hnn : ∀ r, 0 ≤ correctionDensity Z a 0 p r := fun r => by
    unfold correctionDensity squaredForce
    positivity
  have hfin : IntegrableOn (correctionDensity Z a 0 p) (Ioi 0) :=
    ⟨hm.aestronglyMeasurable, (hasFiniteIntegral_iff_ofReal
      (Filter.Eventually.of_forall hnn)).2 (lt_top_iff_ne_top.2 hne)⟩
  have hg : Continuous (fun r => Z ^ 2 * p.eval r ^ 2 * Real.exp (-(2 * a * r))) :=
    (continuous_const.mul (p.continuous.pow 2)).mul (by fun_prop)
  refine not_integrableOn_div_sq hg (by positivity)
    (hfin.congr_fun (fun r hr => ?_) measurableSet_Ioi)
  have hr' : 0 < r := hr
  rw [correctionDensity_eq Z a 0 p hr']
  field_simp

/-- For `Z ≠ 0`, `a > 0` and a polynomial factor that does not vanish at the nucleus, the squared
Coulomb force has a finite integral in the state `r ^ l * p(r) * exp (-a r)` if and only if
`l ≥ 1`. -/
theorem finite_correction_iff {Z a : ℝ} (hZ : Z ≠ 0) (ha : 0 < a) (l : ℕ)
    {p : Polynomial ℝ} (hp : p.eval 0 ≠ 0) :
    IntegrableOn (correctionDensity Z a l p) (Ioi 0) ↔ 1 ≤ l := by
  constructor
  · intro h
    by_contra hl
    obtain rfl : l = 0 := by omega
    have hnn : ∀ r, 0 ≤ correctionDensity Z a 0 p r := fun r => by
      unfold correctionDensity squaredForce
      positivity
    exact ((hasFiniteIntegral_iff_ofReal (Filter.Eventually.of_forall hnn)).1
      (Integrable.hasFiniteIntegral h)).ne (s_state_infinite hZ a hp)
  · intro hl
    obtain ⟨k, rfl⟩ : ∃ k, l = k + 1 := ⟨l - 1, by omega⟩
    -- the centrifugal factor cancels the singularity and leaves a polynomial
    refine (integrableOn_polynomial_mul_exp
      (Polynomial.C (Z ^ 2) * Polynomial.X ^ (2 * k) * p ^ 2)
      (b := 2 * a) (by positivity)).congr_fun (fun r hr => ?_) measurableSet_Ioi
    have hr' : 0 < r := hr
    have hpow : r ^ (2 * (k + 1) + 2) = r ^ 4 * r ^ (2 * k) := by ring
    rw [correctionDensity_eq Z a (k + 1) p hr', hpow]
    simp only [Polynomial.eval_mul, Polynomial.eval_C, Polynomial.eval_pow, Polynomial.eval_X]
    field_simp

/-- For `a > 0` the integral of `r ^ (-4) * r ^ (2 l + 2) * exp (-2 a r)` over `r > 0` is finite
if and only if `l ≥ 1`. -/
theorem hydrogenic_inv_four_iff {a : ℝ} (ha : 0 < a) (l : ℕ) :
    IntegrableOn (fun r : ℝ => r ^ (-4 : ℤ) * r ^ (2 * l + 2) * Real.exp (-(2 * a * r)))
      (Ioi 0) ↔ 1 ≤ l := by
  rw [← finite_correction_iff one_ne_zero ha l (p := 1) (by simp)]
  refine integrableOn_congr_fun (fun r hr => ?_) measurableSet_Ioi
  have hr' : 0 < r := hr
  have hz : r ^ (-4 : ℤ) = 1 / r ^ 4 := by
    rw [zpow_neg, one_div]
    norm_cast
  rw [correctionDensity_eq 1 a l 1 hr']
  simp only [hz, Polynomial.eval_one]
  ring

/-- For `a > 0` and `l ≥ 1`, the integral of the squared force in the nodeless state
`r ^ l * exp (-a r)`, times `(2l+2)(2l+1)(2l)(2l-1)`, equals `Z ^ 2 * (2a) ^ 4` times the squared
norm of the state. -/
theorem nodeless_correction {a : ℝ} (Z : ℝ) (ha : 0 < a) {l : ℕ} (hl : 1 ≤ l) :
    (2 * (l : ℝ) + 2) * (2 * l + 1) * (2 * l) * (2 * l - 1) *
        ∫ r in Ioi (0 : ℝ), correctionDensity Z a l 1 r =
      Z ^ 2 * (2 * a) ^ 4 * ∫ r in Ioi (0 : ℝ), (radial a l 1 r) ^ 2 * r ^ 2 := by
  obtain ⟨k, rfl⟩ : ∃ k, l = k + 1 := ⟨l - 1, by omega⟩
  have hb : 0 < 2 * a := by positivity
  -- both integrals are exponential moments
  have h1 : ∫ r in Ioi (0 : ℝ), correctionDensity Z a (k + 1) 1 r =
      Z ^ 2 * (((2 * k).factorial : ℝ) / (2 * a) ^ (2 * k + 1)) := by
    rw [← integral_moment (2 * k) hb, ← integral_const_mul]
    refine setIntegral_congr_fun measurableSet_Ioi (fun r hr => ?_)
    have hr' : 0 < r := hr
    have hpow : r ^ (2 * (k + 1) + 2) = r ^ 4 * r ^ (2 * k) := by ring
    simp only [correctionDensity_eq Z a (k + 1) 1 hr', hpow, Polynomial.eval_one]
    field_simp
  have h2 : ∫ r in Ioi (0 : ℝ), (radial a (k + 1) 1 r) ^ 2 * r ^ 2 =
      ((2 * k + 4).factorial : ℝ) / (2 * a) ^ (2 * k + 4 + 1) := by
    rw [← integral_moment (2 * k + 4) hb]
    refine setIntegral_congr_fun measurableSet_Ioi (fun r _ => ?_)
    have hexp : Real.exp (-(2 * a * r)) = Real.exp (-(a * r)) ^ 2 := by
      rw [sq, ← Real.exp_add]
      congr 1
      ring
    simp only [radial, Polynomial.eval_one, hexp]
    ring
  have hfac : ((2 * k + 4).factorial : ℝ) =
      (2 * k + 4) * (2 * k + 3) * (2 * k + 2) * (2 * k + 1) * ((2 * k).factorial : ℝ) := by
    simp only [Nat.factorial_succ]
    push_cast
    ring
  have hpow : (2 * a) ^ (2 * k + 4 + 1) = (2 * a) ^ (2 * k + 1) * (2 * a) ^ 4 := by
    rw [← pow_add]
  have hm : (2 * a) ^ (2 * k + 1) ≠ 0 := by positivity
  have hb' : 2 * a ≠ 0 := hb.ne'
  rw [h1, h2, hfac, hpow]
  generalize (2 * a) ^ (2 * k + 1) = m at hm ⊢
  generalize 2 * a = b at hb' ⊢
  push_cast
  field_simp
  ring

end

end SquaredForceCorrection
```

```lean
#print axioms SquaredForceCorrection.s_state_infinite
#print axioms SquaredForceCorrection.hydrogenic_inv_four_iff
#print axioms SquaredForceCorrection.nodeless_correction
```

```
'SquaredForceCorrection.s_state_infinite' depends on axioms: [propext, Classical.choice, Quot.sound]
'SquaredForceCorrection.hydrogenic_inv_four_iff' depends on axioms: [propext, Classical.choice, Quot.sound]
'SquaredForceCorrection.nodeless_correction' depends on axioms: [propext, Classical.choice, Quot.sound]
```

## How the Lean proof is organised

**Density and moments.** `hasDerivAt_coulomb` supplies $V'$, and `correctionDensity_eq` inserts it and combines the two exponentials. `integral_moment` takes the value from Mathlib's Gamma-function integral, where the derivation above integrates by parts.

`integrableOn_polynomial_mul_exp` gets integrability from that value. If a moment were not integrable, `integral_undef` would make its integral 0, but $n!/b^{n+1}$ is positive. The polynomial is then expanded into its coefficients and the terms are summed.

**Divergence at the nucleus.** `not_integrableOn_div_sq` is the comparison step for a general continuous $g$ with $g(0)>0$. Continuity yields $\delta$. On $(0,\delta)$ the function $r^{-2}$ is bounded by $(2/g(0))\,g(r)/r^2$, so `Integrable.mono'` would make $r^{-2}$ integrable there. Mathlib's criterion `integrableOn_Ioo_rpow_iff` requires an exponent above $-1$, and `norm_num` closes the contradiction. This replaces the explicit limit $\varepsilon\to0$.

`s_state_infinite` assumes that the $[0,\infty]$-valued integral is not `⊤`. Because the density is measurable and nonnegative, it would then be integrable, and rewriting it as $g(r)/r^2$ contradicts the previous lemma. No sign of $a$ is needed, because the divergence is local to the nucleus.

**The equivalence.** In `finite_correction_iff`, the forward direction supposes that $l\ge1$ fails, so that $l=0$, and applies `s_state_infinite`. The reverse direction writes $l=k+1$, hands the polynomial $Z^2X^{2k}p^2$ to the integrability lemma with $b=2a$, and uses `field_simp` to cancel $r^4$. `hydrogenic_inv_four_iff` follows by matching the integrands on $r>0$.

**The exact ratio.** In `nodeless_correction`, `h1` and `h2` are the two moments above, and `hfac` expands $(2k+4)!$ down to $(2k)!$. After `generalize` replaces $2a$ and its power by plain nonzero symbols, `field_simp` and `ring` finish the algebra.
